# Occupancy-weighted orthogonalisation: the closest orthonormal orbitals to a linearly independent set with positive weights

Let $x_i$ be finitely many orbitals, written as the columns of a complex matrix $X$ in an orthonormal basis, so that $X_{ki}$ is the component of orbital $i$ along basis function $k$. Their overlap matrix is $S = X^\dagger X$. Each orbital carries a weight $w_i > 0$, usually its occupancy, and $W$ is the diagonal matrix of these weights. A family $\Phi$ of equally many orbitals $\phi_i$ is orthonormal when $\Phi^\dagger\Phi = 1$.

I have learnt that, for linearly independent $x_i$, the columns of

$$U = XW\,(WSW)^{-1/2}$$

are orthonormal and make $\sum_i w_i\|\phi_i - x_i\|^2$ as small as any orthonormal family can, and that $W = 1$ gives Löwdin's symmetric orthogonalisation. Can this be derived rigorously, with the uniqueness of the minimiser included, and checked by machine?

## Polar decomposition of the weighted orbitals

Yes. Write $P = (WSW)^{1/2}$ for the positive square root. Since $W$ is real and diagonal,

$$WSW = W X^\dagger X W = (XW)^\dagger (XW),$$

which is positive semidefinite. Hence $P$ exists, is Hermitian and satisfies $P^2 = (XW)^\dagger(XW)$.

It is also invertible. If $Pv = 0$, then $\|XWv\|^2 = v^\dagger P^2 v = 0$, so $X(Wv) = 0$. Linear independence of the columns gives $Wv = 0$, and positive weights give $v = 0$.

So $U = XWP^{-1}$ is well defined, and

$$U^\dagger U = P^{-1}(XW)^\dagger(XW)P^{-1} = P^{-1}P^2P^{-1} = 1.$$

Multiplying the definition by $P$ gives the polar decomposition $UP = XW$, whose adjoint is $PU^\dagger = WX^\dagger$.

## The excess over the minimum as a squared norm

Let $D(\Phi)$ denote the weighted deviation,

$$D(\Phi) = \sum_i w_i \sum_k |\Phi_{ki} - X_{ki}|^2 = \operatorname{tr}\,(\Phi - X)W(\Phi - X)^\dagger .$$

For orthonormal $\Phi$, cyclicity of the trace gives $\operatorname{tr}\Phi W\Phi^\dagger = \operatorname{tr} W$. Expanding the product and inserting the polar decomposition in the cross terms,

$$D(\Phi) = \operatorname{tr} W - \operatorname{tr}\Phi P U^\dagger - \operatorname{tr} U P \Phi^\dagger + \operatorname{tr} XWX^\dagger .$$

For $\Phi = U$ both cross terms equal $\operatorname{tr} P$, because $U^\dagger U = 1$. Subtracting,

$$D(\Phi) - D(U) = 2\operatorname{tr}P - \operatorname{tr}\Phi P U^\dagger - \operatorname{tr}UP\Phi^\dagger .$$

Since $\operatorname{tr}\Phi P\Phi^\dagger = \operatorname{tr}UPU^\dagger = \operatorname{tr}P$, the right-hand side is $\operatorname{tr}\,(\Phi-U)P(\Phi-U)^\dagger$. With $Q = P^{1/2}$, again Hermitian, this becomes

$$D(\Phi) = D(U) + \sum_{k,i}\bigl|\bigl((\Phi-U)Q\bigr)_{ki}\bigr|^2 .$$

The last term is non-negative, so $U$ is a minimiser. If it vanishes, then $(\Phi-U)Q = 0$. Multiplying by $Q$ gives $(\Phi-U)P = 0$, and invertibility of $P$ gives $\Phi = U$.

Two consequences follow. For $W = 1$ the formula reads $U = XS^{-1/2}$, which is Löwdin's choice. If all weights are multiplied by $c > 0$, then $D$ is multiplied by $c$ for every $\Phi$, so the unique minimiser stays where it was.

## The Lean file

```lean
import Mathlib

open Matrix
open scoped ComplexOrder MatrixOrder

namespace OccupancyWeightedOrthogonalisation

noncomputable section

variable {m n : Type*} [Fintype m] [Fintype n] [DecidableEq n]

/-- The diagonal matrix `W` of real orbital weights. -/
def weight (w : n → ℝ) : Matrix n n ℂ := diagonal fun i => (w i : ℂ)

/-- The overlap matrix `S` of the orbitals stored in the columns of `X`. -/
def overlap (X : Matrix m n ℂ) : Matrix n n ℂ := Xᴴ * X

/-- The positive square root of the weighted overlap `W S W`. -/
def weightedRoot (X : Matrix m n ℂ) (w : n → ℝ) : Matrix n n ℂ :=
  CFC.sqrt (weight w * overlap X * weight w)

/-- The occupancy-weighted orbitals `X W (W S W)^(-1/2)`, meant for linearly independent
columns of `X` and positive weights. -/
def owso (X : Matrix m n ℂ) (w : n → ℝ) : Matrix m n ℂ :=
  X * weight w * (weightedRoot X w)⁻¹

/-- Löwdin's orbitals `X S^(-1/2)`, meant for linearly independent columns of `X`. -/
def lowdin (X : Matrix m n ℂ) : Matrix m n ℂ := X * (CFC.sqrt (overlap X))⁻¹

/-- The weighted sum of squared distances between the orbitals of `Φ` and those of `X`. -/
def deviation (w : n → ℝ) (Φ X : Matrix m n ℂ) : ℝ :=
  ∑ i, w i * ∑ k, ‖Φ k i - X k i‖ ^ 2

omit [Fintype n] in
/-- The matrix of real weights is Hermitian. -/
theorem weight_conjTranspose (w : n → ℝ) : (weight w)ᴴ = weight w := by
  rw [weight, diagonal_conjTranspose]
  congr 1
  funext i
  simp

/-- The root of the weighted overlap is Hermitian, and its square is the overlap matrix of
the weighted orbitals `X W`. -/
theorem weightedRoot_spec (X : Matrix m n ℂ) (w : n → ℝ) :
    (weightedRoot X w)ᴴ = weightedRoot X w ∧
      weightedRoot X w * weightedRoot X w = (X * weight w)ᴴ * (X * weight w) := by
  refine ⟨(Matrix.nonneg_iff_posSemidef.1 (CFC.sqrt_nonneg _)).isHermitian, ?_⟩
  have hg : weight w * overlap X * weight w = (X * weight w)ᴴ * (X * weight w) := by
    rw [conjTranspose_mul, weight_conjTranspose, overlap]
    simp only [Matrix.mul_assoc]
  rw [weightedRoot, hg]
  exact CFC.sqrt_mul_sqrt_self _
    (Matrix.nonneg_iff_posSemidef.2 (posSemidef_conjTranspose_mul_self _))

/-- For linearly independent orbitals and positive weights the root of the weighted overlap
is invertible. -/
theorem weightedRoot_det {X : Matrix m n ℂ} {w : n → ℝ}
    (hX : LinearIndependent ℂ (fun (i : n) (k : m) => X k i)) (hw : ∀ i, 0 < w i) :
    IsUnit (weightedRoot X w).det := by
  rw [isUnit_iff_ne_zero]
  intro h0
  -- a null vector `v` of the root would give a linear dependence `W v` among the orbitals
  obtain ⟨v, hv, hPv⟩ := Matrix.exists_mulVec_eq_zero_iff.2 h0
  have h1 : ((X * weight w)ᴴ * (X * weight w)) *ᵥ v = 0 := by
    rw [← (weightedRoot_spec X w).2, ← Matrix.mulVec_mulVec, hPv, Matrix.mulVec_zero]
  have h2 : (X * weight w) *ᵥ v = 0 :=
    (Matrix.conjTranspose_mul_self_mulVec_eq_zero _ _).1 h1
  have h3 : weight w *ᵥ v = 0 := by
    apply Matrix.mulVec_injective_iff.2 hX
    show X *ᵥ (weight w *ᵥ v) = X *ᵥ 0
    rw [Matrix.mulVec_mulVec, h2, Matrix.mulVec_zero]
  apply hv
  funext i
  have h4 := congrFun h3 i
  rw [weight, Matrix.mulVec_diagonal] at h4
  simpa [(hw i).ne'] using h4

/-- The occupancy-weighted orbitals are orthonormal. -/
theorem owso_orthonormal {X : Matrix m n ℂ} {w : n → ℝ}
    (hX : LinearIndependent ℂ (fun (i : n) (k : m) => X k i)) (hw : ∀ i, 0 < w i) :
    (owso X w)ᴴ * owso X w = 1 := by
  have h := weightedRoot_det hX hw
  obtain ⟨hH, hsq⟩ := weightedRoot_spec X w
  calc (owso X w)ᴴ * owso X w
      = (weightedRoot X w)⁻¹ * ((X * weight w)ᴴ * (X * weight w)) * (weightedRoot X w)⁻¹ := by
        rw [owso, conjTranspose_mul (X * weight w), conjTranspose_nonsing_inv, hH]
        simp only [Matrix.mul_assoc]
    _ = ((weightedRoot X w)⁻¹ * weightedRoot X w) *
          (weightedRoot X w * (weightedRoot X w)⁻¹) := by
        rw [← hsq]
        simp only [Matrix.mul_assoc]
    _ = 1 := by rw [nonsing_inv_mul _ h, mul_nonsing_inv _ h, Matrix.mul_one]

omit [DecidableEq n] in
/-- The trace of `A Aᴴ` is the sum of the squared moduli of the entries of `A`. -/
theorem trace_mul_conjTranspose (A : Matrix m n ℂ) :
    (A * Aᴴ).trace = ((∑ k, ∑ i, ‖A k i‖ ^ 2 : ℝ) : ℂ) := by
  simp only [Matrix.trace, Matrix.diag_apply, Matrix.mul_apply, conjTranspose_apply]
  push_cast
  exact Finset.sum_congr rfl fun k _ => Finset.sum_congr rfl fun i _ => Complex.mul_conj' _

/-- The weighted deviation is the trace of `(Φ - X) W (Φ - X)ᴴ`. -/
theorem deviation_eq_trace (w : n → ℝ) (Φ X : Matrix m n ℂ) :
    (deviation w Φ X : ℂ) = ((Φ - X) * weight w * (Φ - X)ᴴ).trace := by
  have e : ((Φ - X) * weight w * (Φ - X)ᴴ).trace
      = ∑ k, ∑ i, (Φ - X) k i * (w i : ℂ) * star ((Φ - X) k i) := by
    simp only [Matrix.trace, Matrix.diag_apply]
    refine Finset.sum_congr rfl fun k _ => ?_
    rw [Matrix.mul_apply]
    refine Finset.sum_congr rfl fun i _ => ?_
    rw [weight, Matrix.mul_diagonal, conjTranspose_apply]
  rw [e, Finset.sum_comm, deviation]
  push_cast
  refine Finset.sum_congr rfl fun i _ => ?_
  rw [Finset.mul_sum]
  refine Finset.sum_congr rfl fun k _ => ?_
  rw [← Complex.mul_conj' (Φ k i - X k i), Matrix.sub_apply, ← starRingEnd_apply]
  ring

/-- The deviation of any orthonormal family `Φ` exceeds that of the occupancy-weighted
orbitals `U` by the squared Frobenius norm of `(Φ - U) (W S W)^(1/4)`. -/
theorem deviation_excess {X Φ : Matrix m n ℂ} {w : n → ℝ}
    (hX : LinearIndependent ℂ (fun (i : n) (k : m) => X k i)) (hw : ∀ i, 0 < w i)
    (hΦ : Φᴴ * Φ = 1) :
    deviation w Φ X = deviation w (owso X w) X +
      ∑ k, ∑ i, ‖((Φ - owso X w) * CFC.sqrt (weightedRoot X w)) k i‖ ^ 2 := by
  have hU := owso_orthonormal hX hw
  have hH := (weightedRoot_spec X w).1
  -- polar decomposition of the weighted orbitals, and its adjoint
  have hUP : owso X w * weightedRoot X w = X * weight w := by
    rw [owso, Matrix.mul_assoc, nonsing_inv_mul _ (weightedRoot_det hX hw), Matrix.mul_one]
  have hPU := congrArg conjTranspose hUP
  rw [conjTranspose_mul, conjTranspose_mul, hH, weight_conjTranspose] at hPU
  have hQ : (CFC.sqrt (weightedRoot X w))ᴴ = CFC.sqrt (weightedRoot X w) :=
    (Matrix.nonneg_iff_posSemidef.1 (CFC.sqrt_nonneg _)).isHermitian
  have hQQ : CFC.sqrt (weightedRoot X w) * CFC.sqrt (weightedRoot X w) = weightedRoot X w :=
    CFC.sqrt_mul_sqrt_self _ (CFC.sqrt_nonneg _)
  have hD : ((Φ - owso X w) * CFC.sqrt (weightedRoot X w)) *
      ((Φ - owso X w) * CFC.sqrt (weightedRoot X w))ᴴ
      = (Φ - owso X w) * weightedRoot X w * (Φ - owso X w)ᴴ := by
    rw [conjTranspose_mul, hQ, Matrix.mul_assoc, ← Matrix.mul_assoc (CFC.sqrt _), hQQ,
      ← Matrix.mul_assoc]
  have frame : ∀ (Ψ : Matrix m n ℂ) (M : Matrix n n ℂ), Ψᴴ * Ψ = 1 →
      (Ψ * (M * Ψᴴ)).trace = M.trace := by
    intro Ψ M h
    rw [← Matrix.mul_assoc, Matrix.trace_mul_comm, ← Matrix.mul_assoc, h, Matrix.one_mul]
  have expand : ∀ (A B : Matrix m n ℂ) (M : Matrix n n ℂ),
      ((A - B) * M * (A - B)ᴴ).trace = (A * (M * Aᴴ)).trace - (A * (M * Bᴴ)).trace
        - (B * M * Aᴴ).trace + (B * M * Bᴴ).trace := by
    intro A B M
    simp only [conjTranspose_sub, Matrix.sub_mul, Matrix.mul_sub, Matrix.trace_sub,
      Matrix.mul_assoc]
    ring
  apply Complex.ofReal_injective
  rw [Complex.ofReal_add, deviation_eq_trace, deviation_eq_trace, ← trace_mul_conjTranspose,
    hD, expand, expand, expand, ← hPU, ← hUP]
  simp only [Matrix.mul_assoc, frame Φ _ hΦ, frame (owso X w) _ hU]
  ring

/-- The occupancy-weighted orbitals are orthonormal and minimise the weighted deviation from the
original orbitals over all orthonormal families, and no other such family attains the minimum. -/
theorem owso_minimises {X : Matrix m n ℂ} {w : n → ℝ}
    (hX : LinearIndependent ℂ (fun (i : n) (k : m) => X k i)) (hw : ∀ i, 0 < w i) :
    (owso X w)ᴴ * owso X w = 1 ∧ ∀ Φ : Matrix m n ℂ, Φᴴ * Φ = 1 →
      deviation w (owso X w) X ≤ deviation w Φ X ∧
        (deviation w Φ X = deviation w (owso X w) X → Φ = owso X w) := by
  refine ⟨owso_orthonormal hX hw, fun Φ hΦ => ?_⟩
  have hex := deviation_excess hX hw hΦ
  constructor
  · rw [hex]
    exact le_add_of_nonneg_right (by positivity)
  · intro heq
    have hs : ∑ k, ∑ i, ‖((Φ - owso X w) * CFC.sqrt (weightedRoot X w)) k i‖ ^ 2 = 0 := by
      linarith
    -- a vanishing excess forces every entry to vanish
    have hz : (Φ - owso X w) * CFC.sqrt (weightedRoot X w) = 0 := by
      refine Matrix.ext fun k i => ?_
      have h1 := (Finset.sum_eq_zero_iff_of_nonneg (fun k _ => by positivity)).1 hs k
        (Finset.mem_univ k)
      have h2 := (Finset.sum_eq_zero_iff_of_nonneg (fun i _ => by positivity)).1 h1 i
        (Finset.mem_univ i)
      exact norm_eq_zero.1 ((pow_eq_zero_iff two_ne_zero).1 h2)
    have hQQ : CFC.sqrt (weightedRoot X w) * CFC.sqrt (weightedRoot X w) = weightedRoot X w :=
      CFC.sqrt_mul_sqrt_self _ (CFC.sqrt_nonneg _)
    have hP : (Φ - owso X w) * weightedRoot X w = 0 := by
      rw [← hQQ, ← Matrix.mul_assoc, hz, Matrix.zero_mul]
    apply sub_eq_zero.1
    calc Φ - owso X w = (Φ - owso X w) * weightedRoot X w * (weightedRoot X w)⁻¹ := by
          rw [Matrix.mul_assoc, mul_nonsing_inv _ (weightedRoot_det hX hw), Matrix.mul_one]
      _ = 0 := by rw [hP, Matrix.zero_mul]

/-- With unit weights the construction gives Löwdin's orbitals, whose unweighted sum of squared
distances from the original orbitals is at most that of any orthonormal family. -/
theorem lowdin_minimises {X : Matrix m n ℂ}
    (hX : LinearIndependent ℂ (fun (i : n) (k : m) => X k i)) :
    owso X (fun _ => 1) = lowdin X ∧ ∀ Φ : Matrix m n ℂ, Φᴴ * Φ = 1 →
      ∑ i, ∑ k, ‖lowdin X k i - X k i‖ ^ 2 ≤ ∑ i, ∑ k, ‖Φ k i - X k i‖ ^ 2 := by
  have h1 : weight (fun _ : n => (1 : ℝ)) = 1 := by simp [weight]
  have h2 : owso X (fun _ => 1) = lowdin X := by
    rw [owso, weightedRoot, h1, Matrix.mul_one, Matrix.one_mul, Matrix.mul_one, lowdin]
  refine ⟨h2, fun Φ hΦ => ?_⟩
  have h := ((owso_minimises hX (fun _ => one_pos)).2 Φ hΦ).1
  rw [h2] at h
  simpa only [deviation, one_mul] using h

/-- Multiplying all weights by a common positive factor leaves the occupancy-weighted
orbitals unchanged. -/
theorem owso_scale {X : Matrix m n ℂ} {w : n → ℝ} {c : ℝ}
    (hX : LinearIndependent ℂ (fun (i : n) (k : m) => X k i)) (hw : ∀ i, 0 < w i)
    (hc : 0 < c) : owso X (fun i => c * w i) = owso X w := by
  have hs : ∀ Φ : Matrix m n ℂ, deviation (fun i => c * w i) Φ X = c * deviation w Φ X := by
    intro Φ
    simp only [deviation, Finset.mul_sum, mul_assoc]
  obtain ⟨ho, hmin⟩ := owso_minimises hX (fun i => mul_pos hc (hw i))
  obtain ⟨hle, huniq⟩ := (owso_minimises hX hw).2 _ ho
  -- each family is at least as good as the other, so both attain the minimum
  have h := (hmin _ (owso_orthonormal hX hw)).1
  rw [hs, hs] at h
  exact huniq (le_antisymm (le_of_mul_le_mul_left h hc) hle)

end

end OccupancyWeightedOrthogonalisation
```

```lean
#print axioms OccupancyWeightedOrthogonalisation.weightedRoot_det
#print axioms OccupancyWeightedOrthogonalisation.lowdin_minimises
#print axioms OccupancyWeightedOrthogonalisation.owso_scale
```

```
'OccupancyWeightedOrthogonalisation.weightedRoot_det' depends on axioms: [propext, Classical.choice, Quot.sound]
'OccupancyWeightedOrthogonalisation.lowdin_minimises' depends on axioms: [propext, Classical.choice, Quot.sound]
'OccupancyWeightedOrthogonalisation.owso_scale' depends on axioms: [propext, Classical.choice, Quot.sound]
```

## How the Lean statements describe the orbitals

The index type `m` labels the basis functions and `n` labels the orbitals; both are finite. The matrix `X : Matrix m n ℂ` holds the orbitals as columns, and `ᴴ` is the conjugate transpose. The definitions `weight`, `overlap`, `weightedRoot`, `owso` and `deviation` are $W$, $S$, $P$, $U$ and $D$. The root `CFC.sqrt` is the positive square root from the continuous functional calculus, so no square root is assumed as a hypothesis.

Three hypotheses carry the physics:

- `hX` says that the columns of `X` are linearly independent over the complex numbers: no orbital of the set is redundant. The orbitals need not be normalised.
- `hw` says that every weight is strictly positive, so that moving any orbital has a cost. With occupancies as weights, $D$ charges more for moving a strongly occupied orbital than for moving a weakly occupied one by the same distance. An orbital of exactly zero occupancy is excluded; it would make $WSW$ singular.
- `hΦ`, or the same condition inside a statement, says that the competing family is orthonormal.

The main theorem, `owso_minimises`, states that $U$ is orthonormal, that $D(U) \le D(\Phi)$ for every orthonormal $\Phi$, and that equality forces $\Phi = U$. The competitors range over the whole space spanned by the basis, not just over the span of the $x_i$. The exact formula for the excess is `deviation_excess`.

The theorem `lowdin_minimises` identifies `owso` at unit weights with `lowdin` and states the unweighted least-squares inequality. Orthonormality and uniqueness for Löwdin's orbitals follow by combining that identification with `owso_minimises`. The theorem `owso_scale` is the invariance under a common positive factor.

The coefficients refer to an orthonormal basis. For coefficients $C$ in a non-orthogonal atomic basis with overlap $S_{\mathrm{AO}}$, one would take $X = S_{\mathrm{AO}}^{1/2}C$ first. The weights are given numbers: the file does not obtain them from a density matrix.

Occupancy-weighted orthogonalisation is one step in constructing the natural atomic orbitals of natural population analysis, and the theorems describe this step alone, for a finite basis and fixed positive weights. They say nothing about the quality of the resulting atomic charges.

## How the proof follows the derivation

**The root.** `weightedRoot_spec` proves that $P$ is Hermitian and that $P^2 = (XW)^\dagger(XW)$. It rewrites $WSW$ as a matrix of the form $A^\dagger A$, which is positive semidefinite, and then applies the defining property of the square root. `weightedRoot_det` proves invertibility by contradiction: a zero determinant yields a non-zero `v` with $Pv = 0$, and the steps `h1` to `h4` carry this to $XWv = 0$, then $Wv = 0$, then $v = 0$.

**Orthonormality.** The `calc` block in `owso_orthonormal` is the line $P^{-1}P^2P^{-1} = 1$.

**Traces.** `trace_mul_conjTranspose` identifies $\operatorname{tr}AA^\dagger$ with the sum of squared moduli of the entries of $A$. `deviation_eq_trace` writes the weighted deviation as a trace by comparing the two double sums term by term.

**The excess.** In `deviation_excess`, `hUP` is the polar decomposition and `hPU` its adjoint. The step `hD` turns the squared norm of $(\Phi-U)Q$ into the trace containing $P$. Two local facts do the remaining algebra: `expand` multiplies out $(A-B)M(A-B)^\dagger$ under the trace, and `frame` is the rule $\operatorname{tr}\Psi M\Psi^\dagger = \operatorname{tr}M$ for orthonormal $\Psi$. The deviation is a real number while the traces are complex, so the identity is proved in the complex numbers and brought back by `Complex.ofReal_injective`. After the substitutions, `ring` cancels the common terms.

**Minimality and uniqueness.** `owso_minimises` reads the inequality off the excess formula, since a sum of squares is non-negative. For uniqueness, `hs` says that this sum is zero, `hz` concludes that every entry of $(\Phi-U)Q$ is zero, and `hP` multiplies by $Q$ once more. The final `calc` removes $P$ with its inverse.

**The two corollaries.** `lowdin_minimises` simplifies the weight matrix to the identity and specialises the main theorem. `owso_scale` compares the minimisers for the weights $w_i$ and $c\,w_i$. Each is orthonormal and therefore competes in the other's problem; after division by $c$, the two inequalities force equal deviations, and uniqueness makes the families equal.
